# The static response of the free uniform electron gas lies between those of Thomas–Fermi theory with the full and with one ninth of the von Weizsäcker term

A weak static potential of wave number $q=2k_F$, with $k_F$ the Fermi wave number, induces in the three-dimensional noninteracting uniform electron gas at zero temperature a density wave half as large as Thomas–Fermi theory predicts; adding the full von Weizsäcker term to that theory gives a quarter of the Thomas–Fermi value, and adding one ninth of the term gives three quarters. The order $\tfrac14<\tfrac12<\tfrac34$ is one instance of a strict bracket that holds at every $q>0$.

```lean
import Mathlib

open Real

namespace LindhardBracket

noncomputable section

/-- The static Lindhard function of `x = q / (2 kF)`, for `x > 0`, with its limiting value `1/2`
at `x = 1`. -/
def lindhard (x : ℝ) : ℝ :=
  if x = 1 then 1 / 2 else 1 / 2 + (1 - x ^ 2) / (4 * x) * Real.log |(1 + x) / (1 - x)|

/-- Magnitude of the static density response of the noninteracting uniform electron gas with
Fermi wave number `kF > 0`, in atomic units. -/
def lindhardResponse (kF q : ℝ) : ℝ := kF / π ^ 2 * lindhard (q / (2 * kF))

/-- Kinetic potential (functional derivative of the kinetic energy) of Thomas-Fermi theory plus
`lam` times the von Weizsaecker term, for a positive density `n` varying along one axis. -/
def kineticPotential (lam : ℝ) (n : ℝ → ℝ) (z : ℝ) : ℝ :=
  (3 * π ^ 2 * n z) ^ (2 / 3 : ℝ) / 2
    + lam * ((deriv n z) ^ 2 / (8 * n z ^ 2) - deriv (deriv n) z / (4 * n z))

/-- The uniform density with Fermi wave number `kF`, plus a cosine wave of amplitude `ε`. -/
def densityWave (kF q ε z : ℝ) : ℝ := kF ^ 3 / (3 * π ^ 2) + ε * Real.cos (q * z)

/-- Magnitude of the static response in the gradient expansion: the inverse of the rate at which the
kinetic potential at a crest grows with the wave amplitude, where this rate is positive. -/
def gradientResponse (lam kF q : ℝ) : ℝ :=
  1 / deriv (fun ε => kineticPotential lam (densityWave kF q ε) 0) 0

/-- A function that vanishes at `0` and has positive derivative on `(0,1)` is positive there,
if it is differentiable on `[0,1)`. -/
theorem pos_of_deriv_pos {f f' : ℝ → ℝ} (h0 : f 0 = 0)
    (hf : ∀ t, 0 ≤ t → t < 1 → HasDerivAt f (f' t) t)
    (hpos : ∀ t, 0 < t → t < 1 → 0 < f' t) {y : ℝ} (hy : 0 < y) (hy1 : y < 1) : 0 < f y := by
  have hm : StrictMonoOn f (Set.Ico 0 1) := by
    apply strictMonoOn_of_deriv_pos (convex_Ico 0 1)
    · exact fun t ht => (hf t ht.1 ht.2).continuousAt.continuousWithinAt
    · intro t ht
      rw [interior_Ico] at ht
      rw [(hf t ht.1.le ht.2).deriv]
      exact hpos t ht.1 ht.2
  have h := hm ⟨le_refl 0, one_pos⟩ ⟨hy.le, hy1⟩ hy
  rwa [h0] at h

/-- Two-sided bound on the logarithm in the Lindhard function, for `0 < y < 1`. -/
theorem log_bounds {y : ℝ} (hy : 0 < y) (hy1 : y < 1) :
    2 * y < Real.log ((1 + y) / (1 - y)) ∧
      Real.log ((1 + y) / (1 - y)) < 2 * y + 2 * y ^ 3 / (3 * (1 - y ^ 2)) := by
  have hL : ∀ t : ℝ, 0 ≤ t → t < 1 →
      HasDerivAt (fun s => Real.log (1 + s) - Real.log (1 - s)) (2 / (1 - t ^ 2)) t := by
    intro t h0 h1
    have a : 1 + t ≠ 0 := by positivity
    have b : 1 - t ≠ 0 := (sub_pos.2 h1).ne'
    refine ((((hasDerivAt_id' t).const_add 1).log a).fun_sub
      (((hasDerivAt_id' t).const_sub 1).log b)).congr_deriv ?_
    rw [show 1 - t ^ 2 = (1 + t) * (1 - t) by ring, div_sub_div _ _ a b]
    congr 1
    ring
  have hu : ∀ t : ℝ, 0 ≤ t → t < 1 → 0 < 1 - t ^ 2 := fun t h0 h1 => by nlinarith
  have hlin : ∀ t : ℝ, HasDerivAt (fun s : ℝ => 2 * s) 2 t := fun t =>
    ((hasDerivAt_id' t).const_mul 2).congr_deriv (mul_one 2)
  rw [Real.log_div (by positivity) (sub_pos.2 hy1).ne']
  constructor
  · have h := pos_of_deriv_pos (f := fun s => Real.log (1 + s) - Real.log (1 - s) - 2 * s)
      (f' := fun t => 2 / (1 - t ^ 2) - 2) (by simp)
      (fun t h0 h1 => (hL t h0 h1).fun_sub (hlin t))
      (fun t h0 h1 => by
        have := hu t h0.le h1
        rw [sub_pos, lt_div_iff₀ this]
        nlinarith [pow_pos h0 2]) hy hy1
    exact sub_pos.1 h
  · have h := pos_of_deriv_pos
      (f := fun s => 2 * s + 2 * s ^ 3 / (3 * (1 - s ^ 2))
        - (Real.log (1 + s) - Real.log (1 - s)))
      (f' := fun t => 4 * t ^ 4 / (3 * (1 - t ^ 2) ^ 2)) (by simp)
      (fun t h0 h1 => by
        have hne := (hu t h0 h1).ne'
        have hn : HasDerivAt (fun s : ℝ => 2 * s ^ 3) (6 * t ^ 2) t := by
          refine ((hasDerivAt_pow 3 t).const_mul 2).congr_deriv ?_
          show (2 : ℝ) * (((3 : ℕ) : ℝ) * t ^ 2) = _
          push_cast
          ring
        have hd : HasDerivAt (fun s : ℝ => 3 * (1 - s ^ 2)) (-(6 * t)) t := by
          refine (((hasDerivAt_pow 2 t).const_sub 1).const_mul 3).congr_deriv ?_
          show (3 : ℝ) * -(((2 : ℕ) : ℝ) * t ^ 1) = _
          push_cast
          ring
        refine (((hlin t).fun_add (hn.fun_div hd (mul_ne_zero three_ne_zero hne))).fun_sub
          (hL t h0 h1)).congr_deriv ?_
        field_simp
        ring)
      (fun t h0 h1 => by
        have := hu t h0.le h1
        positivity) hy hy1
    exact sub_pos.1 h

/-- For `0 < x < 1` the Lindhard function lies between two parabolas. -/
theorem lindhard_bounds_small {x : ℝ} (hx : 0 < x) (hx1 : x < 1) :
    1 - x ^ 2 / 2 < lindhard x ∧ lindhard x < 1 - x ^ 2 / 3 := by
  have hu : 0 < 1 - x ^ 2 := by nlinarith
  have hc : 0 < (1 - x ^ 2) / (4 * x) := by positivity
  obtain ⟨h1, h2⟩ := log_bounds hx hx1
  have k1 := mul_lt_mul_of_pos_left h1 hc
  have k2 := mul_lt_mul_of_pos_left h2 hc
  have e1 : (1 - x ^ 2) / (4 * x) * (2 * x) = (1 - x ^ 2) / 2 := by
    rw [div_mul_eq_mul_div, div_eq_div_iff (by positivity) two_ne_zero]
    ring
  have e2 : (1 - x ^ 2) / (4 * x) * (2 * x + 2 * x ^ 3 / (3 * (1 - x ^ 2)))
      = 1 / 2 - x ^ 2 / 3 := by
    have := hu.ne'
    field_simp
    ring
  rw [lindhard, if_neg hx1.ne, abs_of_pos (div_pos (by linarith) (by linarith))]
  constructor <;> linarith

/-- For `x > 1` the Lindhard function lies between two inverse-square laws. -/
theorem lindhard_bounds_large {x : ℝ} (hx : 1 < x) :
    1 / (3 * x ^ 2) < lindhard x ∧ lindhard x < 1 / (2 * x ^ 2) := by
  have hx0 : 0 < x := by linarith
  have hu : 0 < x ^ 2 - 1 := by nlinarith
  have hc : 0 < (x ^ 2 - 1) / (4 * x) := by positivity
  obtain ⟨y, hy⟩ : ∃ y, y = x⁻¹ := ⟨_, rfl⟩
  have hxy : x * y = 1 := by rw [hy]; exact mul_inv_cancel₀ hx0.ne'
  have hy0 : 0 < y := by rw [hy]; positivity
  have hy1 : y < 1 := by nlinarith
  have hv : 0 < 1 - y ^ 2 := by nlinarith
  -- the logarithm is unchanged when x is replaced by y = 1/x
  have habs : |(1 + x) / (1 - x)| = (1 + y) / (1 - y) := by
    rw [abs_div, abs_of_pos (by linarith : 0 < 1 + x), abs_of_neg (by linarith : 1 - x < 0),
      div_eq_div_iff (by linarith) (by linarith)]
    linear_combination (-2) * hxy
  have hr : 2 * y ^ 3 / (3 * (1 - y ^ 2)) = 2 * y / (3 * (x ^ 2 - 1)) := by
    rw [div_eq_div_iff (by positivity) (by positivity)]
    linear_combination 6 * y * (x * y + 1) * hxy
  obtain ⟨h1, h2⟩ := log_bounds hy0 hy1
  rw [hr] at h2
  have k1 := mul_lt_mul_of_pos_left h1 hc
  have k2 := mul_lt_mul_of_pos_left h2 hc
  have e1 : (x ^ 2 - 1) / (4 * x) * (2 * y) = 1 / 2 - 1 / (2 * x ^ 2) := by
    rw [hy]
    field_simp
    ring
  have e2 : (x ^ 2 - 1) / (4 * x) * (2 * y + 2 * y / (3 * (x ^ 2 - 1)))
      = 1 / 2 - 1 / (3 * x ^ 2) := by
    have := hu.ne'
    rw [hy]
    field_simp
    ring
  have e3 : (1 - x ^ 2) / (4 * x) * Real.log ((1 + y) / (1 - y))
      = -((x ^ 2 - 1) / (4 * x) * Real.log ((1 + y) / (1 - y))) := by ring
  rw [lindhard, if_neg hx.ne', habs, e3]
  constructor <;> linarith

/-- For every `x > 0` the Lindhard function lies strictly between `1/(1+3x²)` and `1/(1+x²/3)`. -/
theorem lindhard_bracket {x : ℝ} (hx : 0 < x) :
    1 / (1 + 3 * x ^ 2) < lindhard x ∧ lindhard x < 1 / (1 + x ^ 2 / 3) := by
  rcases lt_trichotomy x 1 with h | h | h
  · obtain ⟨h1, h2⟩ := lindhard_bounds_small hx h
    have hu : 0 < 1 - x ^ 2 := by nlinarith
    constructor
    · refine lt_trans ?_ h1
      rw [div_lt_iff₀ (by positivity)]
      nlinarith [mul_pos (pow_pos hx 2) hu, pow_pos hx 2]
    · refine lt_trans h2 ?_
      rw [lt_div_iff₀ (by positivity)]
      nlinarith [pow_pos hx 4]
  · subst h
    norm_num [lindhard]
  · obtain ⟨h1, h2⟩ := lindhard_bounds_large h
    constructor
    · exact lt_trans (one_div_lt_one_div_of_lt (by positivity) (by linarith)) h1
    · exact lt_trans h2 (one_div_lt_one_div_of_lt (by positivity) (by nlinarith))

/-- To first order in its amplitude, a cosine density wave on a uniform gas with `kF > 0` changes
the kinetic potential by a cosine wave with stiffness `(π²/kF)(1 + 3 lam (q/2kF)²)`. -/
theorem kineticPotential_linearised (lam q z : ℝ) {kF : ℝ} (hk : 0 < kF) :
    HasDerivAt (fun ε => kineticPotential lam (densityWave kF q ε) z)
      (π ^ 2 / kF * (1 + 3 * lam * (q / (2 * kF)) ^ 2) * Real.cos (q * z)) 0 := by
  have hq : ∀ w : ℝ, HasDerivAt (fun s : ℝ => q * s) q w := fun w =>
    ((hasDerivAt_id' w).const_mul q).congr_deriv (mul_one q)
  have d1 : ∀ ε, deriv (densityWave kF q ε) = fun w => -(ε * (q * Real.sin (q * w))) := by
    intro ε
    funext w
    exact ((((hq w).cos.const_mul ε).const_add (kF ^ 3 / (3 * π ^ 2))).congr_deriv
      (by ring)).deriv
  have d2 : ∀ ε, deriv (fun w => -(ε * (q * Real.sin (q * w)))) z
      = -(ε * (q ^ 2 * Real.cos (q * z))) := by
    intro ε
    exact ((((hq z).sin.const_mul q).const_mul ε).fun_neg.congr_deriv (by ring)).deriv
  obtain ⟨n, hn⟩ : ∃ n, n = kF ^ 3 / (3 * π ^ 2) := ⟨_, rfl⟩
  have hn0 : n ≠ 0 := by rw [hn]; positivity
  have key : ∀ ε, kineticPotential lam (densityWave kF q ε) z
      = (3 * π ^ 2 * (n + ε * Real.cos (q * z))) ^ (2 / 3 : ℝ) / 2
        + lam * ((-(ε * (q * Real.sin (q * z)))) ^ 2 / (8 * (n + ε * Real.cos (q * z)) ^ 2)
          - -(ε * (q ^ 2 * Real.cos (q * z))) / (4 * (n + ε * Real.cos (q * z)))) := by
    intro ε
    rw [kineticPotential, d1, d2, densityWave, ← hn]
  rw [funext key]
  generalize Real.cos (q * z) = c
  generalize Real.sin (q * z) = s
  have lin : ∀ a : ℝ, HasDerivAt (fun ε : ℝ => ε * a) a 0 := fun a =>
    ((hasDerivAt_id' (0 : ℝ)).mul_const a).congr_deriv (one_mul a)
  have h1 : HasDerivAt (fun ε => n + ε * c) c 0 := (lin c).const_add n
  have h0 : 3 * π ^ 2 * (n + 0 * c) = kF ^ 3 := by
    rw [zero_mul, add_zero, hn]
    field_simp
  have hp : (kF ^ 3) ^ ((2 / 3 : ℝ) - 1) = kF⁻¹ := by
    rw [← Real.rpow_natCast, ← Real.rpow_mul hk.le, ← Real.rpow_neg_one]
    congr 1
    norm_num
  -- Thomas-Fermi part
  have hTF : HasDerivAt (fun ε => (3 * π ^ 2 * (n + ε * c)) ^ (2 / 3 : ℝ) / 2)
      (π ^ 2 * c / kF) 0 := by
    refine (((h1.const_mul (3 * π ^ 2)).rpow_const (p := 2 / 3)
      (Or.inl (by rw [h0]; positivity))).div_const 2).congr_deriv ?_
    rw [h0, hp]
    ring
  -- von Weizsaecker part: the squared gradient is of second order
  have hA : HasDerivAt (fun ε => (-(ε * (q * s))) ^ 2 / (8 * (n + ε * c) ^ 2)) 0 0 :=
    (((lin (q * s)).fun_neg.fun_pow 2).fun_div ((h1.fun_pow 2).const_mul 8)
      (by simp [hn0])).congr_deriv (by simp)
  have hB : HasDerivAt (fun ε => -(ε * (q ^ 2 * c)) / (4 * (n + ε * c)))
      (-(q ^ 2 * c) / (4 * n)) 0 := by
    refine ((lin (q ^ 2 * c)).fun_neg.fun_div (h1.const_mul 4)
      (by simp [hn0])).congr_deriv ?_
    simp only [zero_mul, neg_zero, add_zero, sub_zero]
    field_simp
  refine (hTF.fun_add ((hA.fun_sub hB).const_mul lam)).congr_deriv ?_
  rw [hn]
  field_simp
  ring

/-- For `kF > 0` and `lam ≥ 0`, the gradient-expansion response times `1 + 3 lam (q/2kF)²` is
the Thomas-Fermi value `kF/π²`. -/
theorem gradientResponse_mul {lam kF : ℝ} (q : ℝ) (hl : 0 ≤ lam) (hk : 0 < kF) :
    gradientResponse lam kF q * (1 + 3 * lam * (q / (2 * kF)) ^ 2) = kF / π ^ 2 := by
  have hD : 1 + 3 * lam * (q / (2 * kF)) ^ 2 ≠ 0 := by positivity
  rw [gradientResponse, (kineticPotential_linearised lam q 0 hk).deriv, mul_zero,
    Real.cos_zero, mul_one]
  generalize 1 + 3 * lam * (q / (2 * kF)) ^ 2 = D at hD ⊢
  field_simp

/-- At every wave number `q > 0` the exact static response of the noninteracting uniform gas with
`kF > 0` lies strictly between the gradient-expansion responses with the full and with one ninth
of the von Weizsaecker term. -/
theorem response_bracket {kF q : ℝ} (hk : 0 < kF) (hq : 0 < q) :
    gradientResponse 1 kF q < lindhardResponse kF q ∧
      lindhardResponse kF q < gradientResponse (1 / 9) kF q := by
  have g1 := gradientResponse_mul q zero_le_one hk
  have g9 := gradientResponse_mul q (by norm_num : (0 : ℝ) ≤ 1 / 9) hk
  have hx : 0 < q / (2 * kF) := by positivity
  have hN : 0 < kF / π ^ 2 := by positivity
  rw [lindhardResponse]
  generalize q / (2 * kF) = x at *
  generalize kF / π ^ 2 = N at *
  obtain ⟨b1, b2⟩ := lindhard_bracket hx
  constructor
  · calc gradientResponse 1 kF q = N * (1 / (1 + 3 * x ^ 2)) := by
          rw [eq_div_of_mul_eq (by positivity) g1]
          ring
      _ < N * lindhard x := mul_lt_mul_of_pos_left b1 hN
  · calc N * lindhard x < N * (1 / (1 + x ^ 2 / 3)) := mul_lt_mul_of_pos_left b2 hN
      _ = gradientResponse (1 / 9) kF q := by
          rw [eq_div_of_mul_eq (by positivity) g9]
          ring

/-- At each `q > 0`, for `kF > 0`, some von Weizsaecker coefficient strictly between `1/9` and `1`
reproduces the exact static response at that wave number. -/
theorem exists_effective_coefficient {kF q : ℝ} (hk : 0 < kF) (hq : 0 < q) :
    ∃ lam : ℝ, 1 / 9 < lam ∧ lam < 1 ∧
      gradientResponse lam kF q = lindhardResponse kF q := by
  have hx : 0 < q / (2 * kF) := by positivity
  obtain ⟨b1, b2⟩ := lindhard_bracket hx
  have hF : 0 < lindhard (q / (2 * kF)) := lt_trans (by positivity) b1
  rw [one_div_lt (by positivity) hF] at b1
  rw [lt_one_div hF (by positivity)] at b2
  -- solve 1 + 3 lam x² = 1 / F(x) for lam
  obtain ⟨lam, hlam⟩ : ∃ l, l = (1 / lindhard (q / (2 * kF)) - 1) / (3 * (q / (2 * kF)) ^ 2) :=
    ⟨_, rfl⟩
  have hl1 : 1 / 9 < lam := by
    rw [hlam, lt_div_iff₀ (by positivity)]
    linarith
  have hl2 : lam < 1 := by
    rw [hlam, div_lt_iff₀ (by positivity)]
    linarith
  refine ⟨lam, hl1, hl2, ?_⟩
  have g := gradientResponse_mul q (by linarith : 0 ≤ lam) hk
  have hs : 1 + 3 * lam * (q / (2 * kF)) ^ 2 = 1 / lindhard (q / (2 * kF)) := by
    have h := (eq_div_iff (by positivity)).1 hlam
    linarith
  rw [hs, mul_one_div, div_eq_iff hF.ne'] at g
  exact g

end

end LindhardBracket
```

```lean
#print axioms LindhardBracket.response_bracket
#print axioms LindhardBracket.exists_effective_coefficient
```

```
'LindhardBracket.response_bracket' depends on axioms: [propext, Classical.choice, Quot.sound]
'LindhardBracket.exists_effective_coefficient' depends on axioms: [propext, Classical.choice, Quot.sound]
```

## The bracket at every wave number

Put $x=q/(2k_F)$ and

$$F(x)=\frac12+\frac{1-x^2}{4x}\ln\left|\frac{1+x}{1-x}\right|,\qquad F(1)=\frac12 .$$

`lindhard_bracket` says that for every $x>0$

$$\frac{1}{1+3x^2}<F(x)<\frac{1}{1+x^2/3}.$$

`response_bracket` says the same of the responses themselves, for all $k_F>0$ and $q>0$: `gradientResponse 1 kF q` is below `lindhardResponse kF q`, which is below `gradientResponse (1 / 9) kF q`. By `exists_effective_coefficient`, at each $q$ some coefficient strictly between $1/9$ and $1$ reproduces the exact response. That coefficient may change with $q$, so the theorem does not supply one functional for all wave numbers.

For orbital-free density functional theory, this gives the sign of the linear-response error of two kinetic functionals in the uniform, noninteracting gas: Thomas–Fermi theory with the full term responds too weakly, and with one ninth of it too strongly.

## Responses as inverse stiffnesses

The gas is three-dimensional, unpolarised and at zero temperature, with density $n_0=k_F^3/(3\pi^2)$ in atomic units. Both responses are positive magnitudes, whereas the textbook density response is usually negative. The name `lindhard` denotes the dimensionless factor $F$, and `lindhardResponse` is $(k_F/\pi^2)F(x)$. This closed form enters as a definition; the step left to physics is the perturbation theory of the Fermi sea that leads to it.

For a density $n(z)$ varying along one axis, the kinetic energy with von Weizsäcker coefficient $\lambda$ (`lam`) has the functional derivative

$$\frac{(3\pi^2 n)^{2/3}}{2}+\lambda\left(\frac{n'^2}{8n^2}-\frac{n''}{4n}\right),$$

which is the definition of `kineticPotential`. The value $\lambda=1/9$ belongs to the second-order gradient expansion for slowly varying densities; $\lambda=1$ is von Weizsäcker's original term, which by itself, without the Thomas–Fermi part, is the exact kinetic energy when all electrons share a single real orbital. The name `gradientResponse` is used here for any $\lambda\ge0$, more broadly than "gradient expansion" usually is.

In equilibrium the kinetic potential plus the external potential is constant. A density wave $\varepsilon\cos(qz)$ therefore needs an external potential that cancels the change in the kinetic potential, and the response is the inverse of the stiffness, the rate of that change with $\varepsilon$. `gradientResponse` takes this rate at the crest $z=0$.

To first order in $\varepsilon$, the Thomas–Fermi part changes by

$$\frac12\cdot\frac23\,(3\pi^2n_0)^{-1/3}\,3\pi^2\,\varepsilon\cos(qz)=\frac{\pi^2}{k_F}\,\varepsilon\cos(qz).$$

The squared gradient is of second order, and the remaining term gives

$$\lambda\frac{q^2}{4n_0}\,\varepsilon\cos(qz)=\frac{\pi^2}{k_F}\,3\lambda x^2\,\varepsilon\cos(qz).$$

The stiffness is thus $(\pi^2/k_F)(1+3\lambda x^2)$, and the response is $(k_F/\pi^2)/(1+3\lambda x^2)$. In `kineticPotential_linearised`, `hTF`, `hA` and `hB` are the derivatives of these three parts. `gradientResponse_mul` states the resulting response as a product, for $\lambda\ge0$.

## Two bounds on one logarithm

Let $L(y)=\ln\frac{1+y}{1-y}$ for $0<y<1$, so that $L'(y)=2/(1-y^2)$. Then

$$\frac{d}{dy}\bigl(L-2y\bigr)=\frac{2y^2}{1-y^2}>0,$$

$$\frac{d}{dy}\left(2y+\frac{2y^3}{3(1-y^2)}-L\right)=\frac{4y^4}{3(1-y^2)^2}>0.$$

Both differences vanish at $y=0$, so both are positive on $(0,1)$:

$$2y<L(y)<2y+\frac{2y^3}{3(1-y^2)}.$$

This is `log_bounds`. It applies `pos_of_deriv_pos` twice, and that lemma gets positivity from strict monotonicity on $[0,1)$.

**Below $x=1$.** Set $y=x$, multiply by $(1-x^2)/(4x)>0$ and add $\tfrac12$:

$$1-\frac{x^2}{2}<F(x)<1-\frac{x^2}{3}.$$

The bracket follows from

$$\left(1-\frac{x^2}{2}\right)(1+3x^2)=1+x^2+\frac32x^2(1-x^2)>1,$$

$$\left(1-\frac{x^2}{3}\right)\left(1+\frac{x^2}{3}\right)=1-\frac{x^4}{9}<1.$$

**Above $x=1$.** Set $y=1/x$. The logarithm in $F$ is again $L(y)$ (`habs`), but its prefactor is now negative:

$$F(x)=\frac12-\frac{x^2-1}{4x}L(1/x).$$

The bounds on $L$ place the subtracted term between $\frac12-\frac1{2x^2}$ and $\frac12-\frac1{3x^2}$, hence

$$\frac{1}{3x^2}<F(x)<\frac{1}{2x^2}.$$

Since $3x^2<1+3x^2$ and $1+x^2/3<2x^2$, the bracket follows here too.

These two cases are `lindhard_bounds_small` and `lindhard_bounds_large`. `lindhard_bracket` joins them by `lt_trichotomy`, leaving the elementary inequalities mostly to `nlinarith`; at $x=1$ it checks the numbers of the opening example.

## From the bracket to a matching coefficient

Multiplying the bracket for $F$ by $k_F/\pi^2>0$ gives `response_bracket`, because $3\lambda$ equals $3$ for the full term and $1/3$ for one ninth of it.

To match the exact response at a given $q$, solve $1+3\lambda x^2=1/F(x)$:

$$\lambda=\frac{1/F(x)-1}{3x^2}.$$

Inverting the bracket gives $1+x^2/3<1/F(x)<1+3x^2$, and so $1/9<\lambda<1$. The Lean proof defines `lam` by this same formula. At $q=2k_F$ it gives $\lambda=1/3$.
